# If two Slater determinants of orthonormal orbitals overlap with modulus one, the orbitals of the second lie in the span of the first's

The lemma `mem_span_of_norm_det` concerns two Slater determinants, each built from `n` orthonormal orbitals, `a` and `b`, in a complex inner product space. Their overlap is the determinant of the matrix of orbital overlaps `⟨a_i, b_j⟩`, and the lemma says that if this number has modulus one, then every `b_j` is a linear combination of the `a_i`. The proof uses the bound `anderson_bound`, by which the squared modulus of the overlap is at most `exp (-I)`, where `I` is the sum of the squared norms of what remains of each `b_j` after its components along the `a_i` are subtracted. With overlap of modulus one this reads `1 ≤ exp (-I)`, which is impossible if `I` is positive. So `I` is zero, every remainder vanishes, and each `b_j` lies in the span.

In Lean, a first try:

```lean
import Mathlib

open Matrix ComplexConjugate
open scoped ComplexOrder

namespace MemSpanOfNormDet

noncomputable section

variable {E : Type*} [NormedAddCommGroup E] [InnerProductSpace ℂ E] {n : ℕ}

/-- The matrix of orbital overlaps `⟨a_i, b_j⟩`. -/
def overlap (a b : Fin n → E) : Matrix (Fin n) (Fin n) ℂ :=
  Matrix.of fun i j => inner ℂ (a i) (b j)

/-- What remains of the orbital `v` after subtracting its components `⟨a_i, v⟩ a_i`. -/
def residual (a : Fin n → E) (v : E) : E :=
  v - ∑ i, (inner ℂ (a i) v : ℂ) • a i

/-- The real part of `z* z` is the squared modulus of the complex number `z`. -/
theorem re_conj_mul_self (z : ℂ) : RCLike.re (conj z * z) = ‖z‖ ^ 2 := by
  rw [Complex.sq_norm, Complex.normSq_apply]
  simp

/-- For orthonormal orbitals `a`, the squared norm of the residual of `v` is the squared norm
of `v` minus the total weight of `v` on the orbitals. -/
theorem norm_residual_sq {a : Fin n → E} (ha : Orthonormal ℂ a) (v : E) :
    ‖residual a v‖ ^ 2 = ‖v‖ ^ 2 - ∑ i, ‖(inner ℂ (a i) v : ℂ)‖ ^ 2 := by
  set p : E := ∑ i, (inner ℂ (a i) v : ℂ) • a i with hp
  have hap : ∀ i, (inner ℂ (a i) p : ℂ) = inner ℂ (a i) v := fun i =>
    ha.inner_right_fintype _ i
  -- the residual is orthogonal to the projected part
  have horth : (inner ℂ p (v - p) : ℂ) = 0 := by
    conv_lhs => rw [hp, sum_inner]
    refine Finset.sum_eq_zero fun i _ => ?_
    rw [inner_smul_left, ← hp, inner_sub_right, hap, sub_self, mul_zero]
  have hpp : ‖p‖ ^ 2 = ∑ i, ‖(inner ℂ (a i) v : ℂ)‖ ^ 2 := by
    have h : (inner ℂ p p : ℂ) =
        ∑ i, conj (inner ℂ (a i) v : ℂ) * (inner ℂ (a i) v : ℂ) := by
      conv_lhs => arg 2; rw [hp]
      rw [sum_inner]
      exact Finset.sum_congr rfl fun i _ => by rw [inner_smul_left, hap]
    rw [norm_sq_eq_re_inner (𝕜 := ℂ) p, h, map_sum]
    exact Finset.sum_congr rfl fun i _ => re_conj_mul_self _
  have hpyth := norm_add_sq (𝕜 := ℂ) p (v - p)
  rw [horth, add_sub_cancel, map_zero] at hpyth
  change ‖v - p‖ ^ 2 = _
  linarith

/-- For orthonormal orbitals `a`, the residual of `v` vanishes exactly when `v` lies in
their span. -/
theorem residual_eq_zero_iff {a : Fin n → E} (ha : Orthonormal ℂ a) (v : E) :
    residual a v = 0 ↔ v ∈ Submodule.span ℂ (Set.range a) := by
  constructor
  · intro h
    rw [sub_eq_zero.mp h]
    exact Submodule.sum_mem _ fun i _ =>
      Submodule.smul_mem _ _ (Submodule.subset_span ⟨i, rfl⟩)
  · intro h
    obtain ⟨c, rfl⟩ := (Submodule.mem_span_range_iff_exists_fun ℂ).1 h
    simp only [residual, ha.inner_right_fintype, sub_self]

/-- Anderson's orthogonality bound: for orthonormal families `a` and `b`, the squared modulus of the
overlap of the two determinants is at most `exp (-I)`, where `I` is the total squared norm of the
residuals of the `b_j` with respect to `a`. -/
theorem anderson_bound {a b : Fin n → E} (ha : Orthonormal ℂ a) (hb : Orthonormal ℂ b) :
    ‖(overlap a b).det‖ ^ 2 ≤ Real.exp (-∑ j, ‖residual a (b j)‖ ^ 2) := by
  have hA := Matrix.posSemidef_conjTranspose_mul_self (overlap a b)
  have hH := hA.isHermitian
  -- determinant and trace of `Mᴴ M` through its eigenvalues
  have hdet : ‖(overlap a b).det‖ ^ 2 = ∏ i, hH.eigenvalues i := by
    have h1 : ‖((overlap a b)ᴴ * overlap a b).det‖ = ‖(overlap a b).det‖ ^ 2 := by
      rw [Matrix.det_mul, Matrix.det_conjTranspose, norm_mul, norm_star, sq]
    rw [← h1, hH.det_eq_prod_eigenvalues, norm_prod]
    exact Finset.prod_congr rfl fun i _ => by
      rw [RCLike.norm_ofReal, abs_of_nonneg (hA.eigenvalues_nonneg i)]
  have htr : ∑ i, hH.eigenvalues i = ∑ j, ∑ i, ‖(inner ℂ (a i) (b j) : ℂ)‖ ^ 2 := by
    have h1 := congrArg (RCLike.re : ℂ → ℝ) hH.trace_eq_sum_eigenvalues
    rw [map_sum] at h1
    simp only [RCLike.ofReal_re] at h1
    rw [← h1, Matrix.trace, map_sum]
    refine Finset.sum_congr rfl fun j _ => ?_
    rw [Matrix.diag_apply, Matrix.mul_apply, map_sum]
    exact Finset.sum_congr rfl fun i _ => re_conj_mul_self _
  have hexp : -∑ j, ‖residual a (b j)‖ ^ 2 = ∑ i, (hH.eigenvalues i - 1) := by
    simp only [norm_residual_sq ha, hb.1, one_pow, Finset.sum_sub_distrib, htr]
    ring
  -- each eigenvalue satisfies `x ≤ exp (x - 1)`
  rw [hdet, hexp, Real.exp_sum]
  exact Finset.prod_le_prod (fun i _ => hA.eigenvalues_nonneg i)
    fun i _ => by linarith [Real.add_one_le_exp (hH.eigenvalues i - 1)]

/-- If `a` and `b` are orthonormal and their determinants have overlap of modulus one, every
`b_j` lies in the span of `a`. -/
theorem mem_span_of_norm_det {a b : Fin n → E} (ha : Orthonormal ℂ a) (hb : Orthonormal ℂ b)
    (h : ‖(overlap a b).det‖ = 1) (j : Fin n) : b j ∈ Submodule.span ℂ (Set.range a) := by
  have hB := anderson_bound ha hb
  rw [h, one_pow] at hB
  have hS : ∑ j, ‖residual a (b j)‖ ^ 2 ≤ 0 := by
    by_contra hc
    exact absurd hB (not_le_of_gt (Real.exp_lt_one (by linarith)))
  have hj : ‖residual a (b j)‖ ^ 2 ≤ ∑ j, ‖residual a (b j)‖ ^ 2 :=
    Finset.single_le_sum (f := fun j => ‖residual a (b j)‖ ^ 2)
      (fun i _ => sq_nonneg _) (Finset.mem_univ j)
  have h0 : ‖residual a (b j)‖ ^ 2 = 0 := le_antisymm (hj.trans hS) (sq_nonneg _)
  exact (residual_eq_zero_iff ha _).1 (norm_eq_zero.1 (pow_eq_zero_iff two_ne_zero |>.1 h0))

end

end MemSpanOfNormDet
```

Messages:

```
Main.lean:101:35: error(lean.unknownIdentifier): Unknown constant `Real.exp_lt_one`
```

As a diff, the version that Lean accepts:

```diff
@@ -99,5 +99,5 @@
   have hS : ∑ j, ‖residual a (b j)‖ ^ 2 ≤ 0 := by
     by_contra hc
-    exact absurd hB (not_le_of_gt (Real.exp_lt_one (by linarith)))
+    exact absurd hB (not_le_of_gt (Real.exp_lt_one_iff.2 (by linarith)))
   have hj : ‖residual a (b j)‖ ^ 2 ≤ ∑ j, ‖residual a (b j)‖ ^ 2 :=
     Finset.single_le_sum (f := fun j => ‖residual a (b j)‖ ^ 2)
```

What went wrong. The one error, `Unknown constant`, says that no declaration called `Real.exp_lt_one` exists in the Mathlib this file imports. The name was used in the proof of `hS`, where the sum of squared residuals is supposed positive and a contradiction with `hB` is sought. That step needs the fact that the exponential of a negative number is less than one. The fact is true and the argument is sound; only the name failed to resolve.

The repair takes the same fact from `Real.exp_lt_one_iff`, which states that `Real.exp x < 1` holds exactly when `x < 0`. Since this is an equivalence and not an implication, `.2` is added to select the direction from `x < 0` to `Real.exp x < 1`. What is left to prove is that minus the sum is negative, and the unchanged `linarith` gets this from `hc`, the assumption that the sum is not at most zero.
